# Arrhenius law for a two-state escape chain with a Boltzmann climbing probability

A particle sits in a well behind a barrier of height $B>0$, at inverse temperature $b>0$. In each time step it climbs to the barrier top with probability $p=\tfrac12 e^{-bB}$ and otherwise stays in the well. From the top it escapes or falls back, with even odds. The mean numbers of steps to escape, $h$ from the well and $k$ from the top, are the unique solution of

$$h = 1+(1-p)h+pk,\qquad k = 1+\tfrac12 h,$$

namely

$$h = 4e^{bB}+2,\qquad k=2e^{bB}+2,\qquad\text{and}\qquad \frac{\ln h}{b}\to B\quad (b\to\infty).$$

More generally, let the climbing probability be $p=a\,e^{-bB}$ and the escape probability at the top be $q$, with $0<a\le1$ and $0<q\le1$ both independent of temperature. Then

$$h=\frac{1}{q}\left(\frac{e^{bB}}{a}+1\right),\qquad h\,e^{-bB}\to\frac1{aq},\qquad \frac{\ln h}{b}\to B .$$

The factor $a$ stands for everything besides the energy cost that limits a climb, such as how often the particle moves towards the barrier. The number $q$ is the chance that a particle at the top commits to leaving.

The Boltzmann factor is an assumption about a single step. Waiting for a successful climb turns it into a factor $e^{bB}$ in the mean escape time. Falls back to the well change the low-temperature prefactor from $1/a$ to $1/(aq)$ and leave the exponent alone.

## Testing an escape-time sampler and reading off a barrier

Kinetic Monte Carlo codes turn barriers, often taken from electronic-structure calculations, into hopping probabilities or rates, and for this memoryless two-state model with a temperature-independent prefactor the formula gives an exact value against which a sampled mean escape time can be compared. The comparison works at any temperature, including high ones, where escapes are more frequent and statistics are cheaper.

The formula also shows how slowly the Arrhenius limit is reached. Taking the logarithm of $h$ gives

$$\frac{\ln h}{b}=B+\frac{1}{b}\ln\frac1{aq}+\frac1b\ln\!\left(1+a\,e^{-bB}\right).$$

The last term is exponentially small. The middle one decays only as $1/b$, except for $a=q=1$, where it vanishes. For $a=q=\tfrac12$ and $bB=10$, the estimate $\ln(h)/b$ exceeds $B$ by about 14 per cent. The slope of $\ln h$ against $b$, taken between two low temperatures, removes the middle term, because the constant $\ln(1/(aq))$ cancels in the difference.

## From survival probabilities to the exponent

**The mean as a sum.** Let $s_n$ and $t_n$ be the probabilities of not having escaped after $n$ steps, for a start in the well and at the top. At the outset $s_0=t_0=1$. Conditioning on the first step gives

$$s_{n+1}=(1-p)s_n+p\,t_n,\qquad t_{n+1}=(1-q)s_n .$$

If $T$ is the number of the step at which the particle escapes, then $T$ equals the number of integers $n\ge0$ with $n<T$. Taking the expectation gives $\langle T\rangle=\sum_{n\ge0}P(T>n)$, so the mean escape times are $\sum_n s_n$ and $\sum_n t_n$.

**The linear equations.** Consider

$$h=1+(1-p)h+pk,\qquad k=1+(1-q)h .$$

The first equation says $ph=1+pk$. Inserting the second gives $ph=1+p+p(1-q)h$, hence $pq\,h=1+p$. For nonzero $p$ and $q$,

$$h=\frac{1+p}{pq},\qquad k=1+(1-q)\frac{1+p}{pq}=\frac{1+p-q}{pq}.$$

Conversely, these values satisfy both equations, so the solution exists and is unique.

**The sums are finite.** Take $0<p\le1$ and $0<q\le1$. All $s_n$ and $t_n$ are nonnegative, because the update uses nonnegative coefficients. Write $S_N=\sum_{n<N}s_n$ and $T_N=\sum_{n<N}t_n$. Splitting off the term $n=0$ and using the update rule gives

$$S_{N+1}=1+(1-p)S_N+p\,T_N,\qquad T_{N+1}=1+(1-q)S_N .$$

Both $h$ and $k$ are nonnegative, so $S_0=0\le h$ and $T_0=0\le k$. If $S_N\le h$ and $T_N\le k$, then

$$S_{N+1}\le 1+(1-p)h+pk=h,\qquad T_{N+1}\le1+(1-q)h=k .$$

By induction the partial sums stay below the solution of the linear equations. A series of nonnegative terms with bounded partial sums converges.

**The sums are the solution.** Letting $N\to\infty$ in the recursion for $S_N$ and $T_N$ shows that the two infinite sums satisfy the linear equations. By uniqueness they equal $h$ and $k$.

**Low temperature.** With $p=a\,e^{-bB}$,

$$h=\frac1q\left(\frac1p+1\right)=\frac1q\left(\frac{e^{bB}}a+1\right),\qquad h\,e^{-bB}=\frac1q\left(\frac1a+e^{-bB}\right)\to\frac1{aq}.$$

Since $\ln h=bB+\ln(h\,e^{-bB})$, division by $b$ gives

$$\frac{\ln h}{b}=B+\frac{\ln(h\,e^{-bB})}{b}\to B,$$

because the numerator tends to the finite number $\ln(1/(aq))$. Setting $a=q=\tfrac12$ gives $h=2(2e^{bB}+1)=4e^{bB}+2$ and $k=1+h/2=2e^{bB}+2$.

**A slip that the limit does not reveal.** The step spent at the top also counts. Writing $k=(1-q)h$ without the leading 1 leads to $h=1/(pq)$, which is $4e^{bB}$ instead of $4e^{bB}+2$ at even odds. The limit of $\ln(h)/b$ and the prefactor $1/(aq)$ are the same for both expressions, so a low-temperature test passes either way. A test at small $bB$ separates them: at $b=0$ the correct value is 6 and the wrong one is 4.

## The derivation in Lean

```lean
import Mathlib

open Filter Topology

namespace ArrheniusEscape

noncomputable section

/-- Probabilities of not having escaped after `n` steps, for a start in the well (first entry)
and at the barrier top (second entry). The well is left for the top with probability `p` per step;
from the top the particle escapes with probability `q` and otherwise falls back. -/
def survival (p q : ℝ) : ℕ → ℝ × ℝ
  | 0 => (1, 1)
  | n + 1 => ((1 - p) * (survival p q n).1 + p * (survival p q n).2,
      (1 - q) * (survival p q n).1)

/-- The mean number of steps to escape from the well, as the sum of the survival probabilities. -/
def meanEscapeTime (p q : ℝ) : ℝ := ∑' n, (survival p q n).1

/-- The first-step equations for the mean escape times `h` from the well and `k` from the top. -/
def FirstStep (p q h k : ℝ) : Prop :=
  h = 1 + (1 - p) * h + p * k ∧ k = 1 + (1 - q) * h

/-- The first-step equations have exactly one solution when climbing and escape are possible. -/
theorem firstStep_iff {p q h k : ℝ} (hp : p ≠ 0) (hq : q ≠ 0) :
    FirstStep p q h k ↔ h = (1 + p) / (p * q) ∧ k = (1 + p - q) / (p * q) := by
  have hpq : p * q ≠ 0 := mul_ne_zero hp hq
  rw [eq_div_iff hpq, eq_div_iff hpq]
  constructor
  · rintro ⟨e1, e2⟩
    constructor
    · linear_combination e1 + p * e2
    · linear_combination p * q * e2 + (1 - q) * (e1 + p * e2)
  · rintro ⟨e1, e2⟩
    have e3 : k = 1 + (1 - q) * h :=
      mul_right_cancel₀ hpq (by linear_combination e2 - (1 - q) * e1)
    exact ⟨by linear_combination e1 - p * e3, e3⟩

/-- The survival probabilities are nonnegative. -/
theorem survival_nonneg {p q : ℝ} (hp : 0 ≤ p) (hp1 : p ≤ 1) (hq1 : q ≤ 1) (n : ℕ) :
    0 ≤ (survival p q n).1 ∧ 0 ≤ (survival p q n).2 := by
  induction n with
  | zero => simp [survival]
  | succ n ih =>
    exact ⟨add_nonneg (mul_nonneg (sub_nonneg.2 hp1) ih.1) (mul_nonneg hp ih.2),
      mul_nonneg (sub_nonneg.2 hq1) ih.1⟩

/-- The survival probabilities sum to finite mean escape times, from the well and from the top,
with the stated values. -/
theorem hasSum_survival {p q : ℝ} (hp : 0 < p) (hp1 : p ≤ 1) (hq : 0 < q) (hq1 : q ≤ 1) :
    HasSum (fun n => (survival p q n).1) ((1 + p) / (p * q)) ∧
      HasSum (fun n => (survival p q n).2) ((1 + p - q) / (p * q)) := by
  obtain ⟨h, hh⟩ : ∃ h, h = (1 + p) / (p * q) := ⟨_, rfl⟩
  obtain ⟨k, hk⟩ : ∃ k, k = (1 + p - q) / (p * q) := ⟨_, rfl⟩
  obtain ⟨e1, e2⟩ := (firstStep_iff hp.ne' hq.ne').2 ⟨hh, hk⟩
  have h0 : 0 ≤ h := by rw [hh]; positivity
  have k0 : 0 ≤ k := by rw [hk]; exact div_nonneg (by linarith) (by positivity)
  -- the solution of the first-step equations bounds all partial sums
  have bound : ∀ N, ∑ i ∈ Finset.range N, (survival p q i).1 ≤ h ∧
      ∑ i ∈ Finset.range N, (survival p q i).2 ≤ k := by
    intro N
    induction N with
    | zero => simpa using ⟨h0, k0⟩
    | succ N ih =>
      have m1 := mul_le_mul_of_nonneg_left ih.1 (sub_nonneg.2 hp1)
      have m2 := mul_le_mul_of_nonneg_left ih.2 hp.le
      have m3 := mul_le_mul_of_nonneg_left ih.1 (sub_nonneg.2 hq1)
      rw [Finset.sum_range_succ', Finset.sum_range_succ']
      simp only [survival, Finset.sum_add_distrib, ← Finset.mul_sum]
      constructor <;> linarith
  have s1 : Summable (fun n => (survival p q n).1) :=
    summable_of_sum_range_le (fun n => (survival_nonneg hp.le hp1 hq1 n).1)
      (fun N => (bound N).1)
  have s2 : Summable (fun n => (survival p q n).2) :=
    summable_of_sum_range_le (fun n => (survival_nonneg hp.le hp1 hq1 n).2)
      (fun N => (bound N).2)
  -- conditioning on the first step: the series shifted by one
  have a1 : HasSum (fun n => (survival p q (n + 1)).1)
      ((1 - p) * (∑' n, (survival p q n).1) + p * (∑' n, (survival p q n).2)) :=
    (s1.hasSum.mul_left (1 - p)).add (s2.hasSum.mul_left p)
  have a2 : HasSum (fun n => (survival p q (n + 1)).2)
      ((1 - q) * (∑' n, (survival p q n).1)) := s1.hasSum.mul_left (1 - q)
  have t1 : (∑' n, (survival p q n).1) =
      1 + ((1 - p) * (∑' n, (survival p q n).1) + p * (∑' n, (survival p q n).2)) :=
    s1.tsum_eq_zero_add.trans (congrArg (fun x : ℝ => 1 + x) a1.tsum_eq)
  have t2 : (∑' n, (survival p q n).2) = 1 + (1 - q) * (∑' n, (survival p q n).1) :=
    s2.tsum_eq_zero_add.trans (congrArg (fun x : ℝ => 1 + x) a2.tsum_eq)
  have g := (firstStep_iff hp.ne' hq.ne').1 ⟨by linarith, t2⟩
  exact ⟨by rw [← g.1]; exact s1.hasSum, by rw [← g.2]; exact s2.hasSum⟩

/-- The exact mean escape time over a barrier `B` at inverse temperature `b`, when the climbing
probability is `a * exp (-b B)`. -/
theorem meanEscapeTime_boltzmann {a q b B : ℝ} (ha : 0 < a) (ha1 : a ≤ 1)
    (hq : 0 < q) (hq1 : q ≤ 1) (hbB : 0 ≤ b * B) :
    meanEscapeTime (a * Real.exp (-(b * B))) q = (Real.exp (b * B) / a + 1) / q := by
  have hE : Real.exp (-(b * B)) ≤ 1 := Real.exp_le_one_iff.2 (by linarith)
  have hp : 0 < a * Real.exp (-(b * B)) := by positivity
  have hp1 : a * Real.exp (-(b * B)) ≤ 1 := mul_le_one₀ ha1 (Real.exp_pos _).le hE
  rw [meanEscapeTime, (hasSum_survival hp hp1 hq hq1).1.tsum_eq, Real.exp_neg]
  have hx := Real.exp_ne_zero (b * B)
  field_simp

/-- At low temperature the mean escape time divided by `exp (b B)` tends to `1 / (a q)`. -/
theorem tendsto_prefactor {a q B : ℝ} (ha : 0 < a) (ha1 : a ≤ 1)
    (hq : 0 < q) (hq1 : q ≤ 1) (hB : 0 < B) :
    Tendsto (fun b => meanEscapeTime (a * Real.exp (-(b * B))) q * Real.exp (-(b * B)))
      atTop (𝓝 (1 / (a * q))) := by
  have l0 : Tendsto (fun b : ℝ => Real.exp (-(b * B))) atTop (𝓝 0) :=
    Real.tendsto_exp_neg_atTop_nhds_zero.comp (tendsto_id.atTop_mul_const hB)
  have l1 : Tendsto (fun b : ℝ => (1 / a + Real.exp (-(b * B))) / q) atTop
      (𝓝 ((1 / a + 0) / q)) := (l0.const_add (1 / a)).div_const q
  rw [add_zero, div_div] at l1
  refine l1.congr' ?_
  filter_upwards [eventually_ge_atTop (0 : ℝ)] with b hb
  rw [meanEscapeTime_boltzmann ha ha1 hq hq1 (mul_nonneg hb hB.le), Real.exp_neg]
  have hx := Real.exp_ne_zero (b * B)
  field_simp

/-- **Arrhenius law**: the logarithm of the mean escape time, divided by the inverse temperature
`b`, tends to the barrier height `B` as `b` tends to infinity. -/
theorem arrhenius_law {a q B : ℝ} (ha : 0 < a) (ha1 : a ≤ 1)
    (hq : 0 < q) (hq1 : q ≤ 1) (hB : 0 < B) :
    Tendsto (fun b => Real.log (meanEscapeTime (a * Real.exp (-(b * B))) q) / b)
      atTop (𝓝 B) := by
  have hne : 1 / (a * q) ≠ 0 := by positivity
  -- the logarithm of the prefactor stays bounded and is suppressed by 1 / b
  have l1 := (((tendsto_prefactor ha ha1 hq hq1 hB).log hne).div_atTop tendsto_id).const_add B
  rw [add_zero] at l1
  refine l1.congr' ?_
  filter_upwards [eventually_gt_atTop (0 : ℝ)] with b hb
  have hm : meanEscapeTime (a * Real.exp (-(b * B))) q ≠ 0 := by
    rw [meanEscapeTime_boltzmann ha ha1 hq hq1 (mul_nonneg hb.le hB.le)]
    positivity
  rw [Real.log_mul hm (Real.exp_ne_zero _), Real.log_exp, id_eq, add_div, neg_div,
    mul_div_cancel_left₀ B hb.ne']
  ring

/-- With climbing probability `exp (-b B) / 2` and even odds at the top, the first-step equations
have the unique solution `h = 4 exp (b B) + 2`, `k = 2 exp (b B) + 2`. -/
theorem firstStep_even_odds (b B h k : ℝ) :
    FirstStep (Real.exp (-(b * B)) / 2) (1 / 2) h k ↔
      h = 4 * Real.exp (b * B) + 2 ∧ k = 2 * Real.exp (b * B) + 2 := by
  have hx := Real.exp_ne_zero (b * B)
  have e1 : (1 + Real.exp (-(b * B)) / 2) / (Real.exp (-(b * B)) / 2 * (1 / 2)) =
      4 * Real.exp (b * B) + 2 := by
    rw [Real.exp_neg, div_eq_iff (by positivity)]
    field_simp
    ring
  have e2 : (1 + Real.exp (-(b * B)) / 2 - 1 / 2) / (Real.exp (-(b * B)) / 2 * (1 / 2)) =
      2 * Real.exp (b * B) + 2 := by
    rw [Real.exp_neg, div_eq_iff (by positivity)]
    field_simp
    ring
  rw [firstStep_iff (by positivity) (by norm_num), e1, e2]

end

end ArrheniusEscape
```

```lean
#print axioms ArrheniusEscape.arrhenius_law
-- 'ArrheniusEscape.arrhenius_law' depends on axioms: [propext, Classical.choice, Quot.sound]
#print axioms ArrheniusEscape.firstStep_even_odds
-- 'ArrheniusEscape.firstStep_even_odds' depends on axioms: [propext, Classical.choice, Quot.sound]
```

## What the theorems cover

**Reading the definitions.** `survival p q n` is a pair of real numbers whose entries `.1` and `.2` are $s_n$ and $t_n$. `meanEscapeTime p q` is the infinite sum of the first entries, and `FirstStep p q h k` is the pair of linear equations. Time is counted in steps. The inverse temperature `b` and the barrier `B` are plain real numbers, so units are left to the user, with $bB$ dimensionless.

The mean escape time is thus defined through the survival probabilities, and its agreement with the linear equations is a theorem. This matters because Lean assigns the value 0 to a divergent `∑'`: at $p=0$, where the particle never leaves the well, `meanEscapeTime` would be 0. `hasSum_survival` excludes this for $0<p\le1$ and $0<q\le1$, since `HasSum` states convergence to the given value.

**Reading the theorems.** `meanEscapeTime_boltzmann` is the exact formula, valid whenever $bB\ge0$, so infinite temperature is included. `tendsto_prefactor` and `arrhenius_law` are the two limits, with `atTop` meaning $b\to\infty$ through the real numbers and `𝓝 B` meaning convergence to $B$. `firstStep_even_odds` is an equivalence: a pair `h`, `k` solves the equations for $p=\tfrac12e^{-bB}$, $q=\tfrac12$ exactly when it has the stated values. It holds for all real `b` and `B`, but for $bB<-\ln2$ the number $p$ exceeds 1 and the statement is pure algebra. For $bB\ge0$, `meanEscapeTime_boltzmann` with $a=q=\tfrac12$ identifies this `h` with the summed survival probabilities, and `arrhenius_law` then gives the limit stated at the top.

**How the proof runs.** `firstStep_iff` solves the linear system. Its `linear_combination` steps name the multiples of the two equations that produce $pq\,h=1+p$ and the corresponding equation for $k$; in the other direction the common factor $pq$ is cancelled. `survival_nonneg` is the induction on the sign of $s_n$ and $t_n$.

In `hasSum_survival`, the statement `bound` is the induction on partial sums. `Finset.sum_range_succ'` splits off the term $n=0$, and `linarith` combines the induction hypothesis with the linear equations. `summable_of_sum_range_le` turns the bound into convergence. The statements `a1` and `a2` evaluate the series shifted by one step, `t1` and `t2` add the initial term back, and `firstStep_iff` identifies the sums.

The remaining theorems follow the low-temperature calculation. `meanEscapeTime_boltzmann` first checks that $a\,e^{-bB}$ lies between 0 and 1, then substitutes it. In both limit theorems, `congr'` replaces the function by one whose limit is known, with the equality needed only for large $b$. In `arrhenius_law` that function is $B+\ln(h\,e^{-bB})/b$, and `div_atTop` supplies the fact that a convergent numerator divided by $b$ tends to zero.

**Physics that is assumed or absent.** The factor $e^{-bB}$ in the climbing probability is put in by hand and is not derived from a potential, a heat bath or detailed balance. The numbers $a$ and $q$ do not depend on temperature, and the chain has one well, one barrier top and no return after escape. The file builds no probability space: the recursion for `survival` encodes the Markov chain directly, and the identity $\langle T\rangle=\sum_n P(T>n)$ is the reason for the definition of `meanEscapeTime`. No random-number generator, sampling error or floating-point arithmetic enters, so the theorems fix the target value for a simulation and say nothing about whether a given program reaches it.

**The same escape in continuous time.** Kinetic Monte Carlo codes commonly draw exponential waiting times and hop directly from well to well, without a state at the barrier top. To keep the two states of this chain in continuous time, take a rate $p$ for leaving the well and a rate 1 for leaving the top, with the same $q$. The mean times then obey $h=1/p+k$ and $k=1+(1-q)h$, which again give $h=(1/p+1)/q$. The mean escape time and its Arrhenius limit are unchanged, while the distribution of escape times differs. The sum over survival probabilities becomes an integral over time, and the restriction $p\le1$ disappears because a rate may exceed 1. This variant and the finite-temperature estimates for extracting $B$ are additions to what the file proves.
